# For different positive wave numbers, a two-layer cell matrix is ±I exactly when both layer sines vanish

If I search for closed gaps in a two-layer crystal by testing only whether the trace of the cell matrix is $\pm2$, I also collect the edges of gaps that are open. The sharper condition is that the whole matrix equals $I$ or $-I$. For layers with wave numbers $k\neq q$ and thicknesses $b$ and $c$, I believe this happens only when each layer separately holds a whole number of half-waves:

$$
\begin{pmatrix}\cos kb & \frac{\sin kb}{k}\\ -k\sin kb & \cos kb\end{pmatrix}
\begin{pmatrix}\cos qc & \frac{\sin qc}{q}\\ -q\sin qc & \cos qc\end{pmatrix}=\pm I
\iff \sin kb=0 \text{ and } \sin qc=0 .
$$

Why can't two layers with nonzero sines compensate each other? I'd like to see a rigorous argument, and a version checked in Lean.

## The off-diagonal entries rule out compensation

The claim holds for $k,q>0$ with $k\ne q$. If the cell is $\pm I$, the first layer must undo the second up to a sign, and two different wave numbers allow this only if both sines vanish.

Write $L_k(b)$ for the first matrix and $L_q(c)$ for the second. They act on the column $(\psi,\psi')$. To see that $L_k(b)$ propagates solutions of $\psi''=-k^2\psi$ from $x$ to $x+b$, put $\theta(t)=k(x+b-t)$, so that $\theta'=-k$, and consider

$$
F=\cos\theta\,\psi+\frac{\sin\theta}{k}\,\psi',\qquad
G=-k\sin\theta\,\psi+\cos\theta\,\psi' .
$$

Differentiation gives

$$
\begin{aligned}
F'&=k\sin\theta\,\psi+\cos\theta\,\psi'-\cos\theta\,\psi'-k\sin\theta\,\psi=0,\\
G'&=k^2\cos\theta\,\psi-k\sin\theta\,\psi'+k\sin\theta\,\psi'-k^2\cos\theta\,\psi=0 .
\end{aligned}
$$

Both are therefore constant. At $t=x$, where $\theta=kb$, they are the two components of $L_k(b)(\psi(x),\psi'(x))$. At $t=x+b$, where $\theta=0$, they are $\psi(x+b)$ and $\psi'(x+b)$.

The addition formulas for sine and cosine give $L_q(c)L_q(d)=L_q(c+d)$ for any lengths $c$ and $d$. With $d=-c$ the product is $L_q(0)=I$, so $L_q(-c)$ is the inverse of $L_q(c)$.

Now suppose $L_k(b)L_q(c)=sI$ with $s=\pm1$. Multiplying on the right by $L_q(-c)$ gives $L_k(b)=s\,L_q(-c)$. With $S=\sin kb$ and $T=\sin qc$, the off-diagonal entries read

$$
\frac{S}{k}=-\frac{sT}{q},\qquad -kS=sqT .
$$

Multiply the first equation by $kq^2$ and the second by $-k$:

$$
q^2S=-skqT,\qquad k^2S=-skqT .
$$

Subtracting leaves $(k^2-q^2)S=0$. Since $k$ and $q$ are positive and different, $k^2\neq q^2$, so $S=0$. The second off-diagonal equation then becomes $sqT=0$, so $T=0$.

Conversely, if $S=T=0$, both cosines are $\pm1$ and the layers are $\cos(kb)\,I$ and $\cos(qc)\,I$. Their product is $\pm I$.

## Which potential steps allow a closed gap

For a particle of mass $M$ and energy $E$ above both potential levels $V_1$ and $V_2$, we have $k^2=2M(E-V_1)/\hbar^2$ and $q^2=2M(E-V_2)/\hbar^2$. The difference $U=k^2-q^2=2M(V_2-V_1)/\hbar^2$ does not depend on the energy.

For positive thicknesses, the vanishing sines mean $kb=m\pi$ and $qc=n\pi$ with positive integers $m,n$. Substituting $k=m\pi/b$ and $q=n\pi/c$ gives

$$
\left(\frac{m\pi}{b}\right)^2-\left(\frac{n\pi}{c}\right)^2=U .
$$

Conversely, any such pair $m,n$ defines positive wave numbers with the required difference and vanishing sines.

Take $b=c=\pi$ and $U=3$. The condition is $m^2-n^2=(m-n)(m+n)=3$, whose only positive solution is $m=2$, $n=1$. Hence $k=2$ and $q=1$, the layers are $I$ and $-I$, and the cell is $-I$.

Keep these wave numbers but make both layers quarter-waves, $b=\pi/4$ and $c=\pi/2$. The cell becomes

$$
\begin{pmatrix}0&\tfrac12\\-2&0\end{pmatrix}
\begin{pmatrix}0&1\\-1&0\end{pmatrix}
=\begin{pmatrix}-\tfrac12&0\\0&-2\end{pmatrix},
$$

with trace $-\tfrac52$, so this energy lies inside an open gap. For equal wave numbers, two quarter-waves would have given $-I$.

## What the Lean definitions and theorems say

`layer k b` is the real $2\times2$ matrix $L_k(b)$, and `cell k q b c` is the product above. Because matrices act on columns, the wave crosses the $(q,c)$ layer first. Multiplying the layers encodes continuity of $\psi$ and $\psi'$ at the interface, which is appropriate for equal masses in both layers.

`GapClosed k q b c` says that the cell is `1` or `-1`, meaning the identity matrix or its negative. Physically, every solution is then periodic or antiperiodic over the cell, and two band edges coincide. This link to the band structure is the reason for the name; the file takes the matrix condition as a definition and does not develop Bloch theory.

The main theorem, `gapClosed_iff`, assumes `0 < k`, `0 < q` and `k ≠ q`, but lets `b` and `c` be any real numbers. Positive thicknesses enter in `exists_gapClosed_iff`, which also assumes `U ≠ 0` and states the integer condition on the potential step. Energies at or below either potential level, where a wave number is zero or imaginary, are not treated.

`layer_propagates` takes functions `ψ` and `φ` on the whole line, with `φ` the derivative of `ψ` and $-k^2\psi$ the derivative of `φ`. In a finite layer, this describes the solution continued beyond the layer's ends.

`equal_wave_numbers_counterexample` shows why `k ≠ q` is needed: with $k=q=1$ and $b=c=\pi/2$ the cell is $-I$, although both phases have sine $1$. The medium is then uniform, and the division into layers has no physical effect.

For a non-interacting particle in a one-dimensional periodic potential with two constant layers per cell, each solution of the integer condition gives an exact degeneracy against which a numerical band solver can be compared.

```lean
import Mathlib

open Real Matrix

namespace TwoLayerCrystal

noncomputable section

/-- Transfer matrix of a uniform layer with nonzero wave number `k` and thickness `b`, acting on the
pair (wave function, slope). -/
def layer (k b : ℝ) : Matrix (Fin 2) (Fin 2) ℝ :=
  !![Real.cos (k * b), Real.sin (k * b) / k; -(k * Real.sin (k * b)), Real.cos (k * b)]

/-- Transfer matrix of a unit cell made of a layer `(k, b)` and a layer `(q, c)`. -/
def cell (k q b c : ℝ) : Matrix (Fin 2) (Fin 2) ℝ := layer k b * layer q c

/-- The closed-gap condition: the cell matrix is the identity or minus the identity. -/
def GapClosed (k q b c : ℝ) : Prop := cell k q b c = 1 ∨ cell k q b c = -1

/-- For `k ≠ 0`, the layer matrix carries the value and slope of any solution of `ψ'' = -k² ψ` from
`x` to `x + b`. -/
theorem layer_propagates {k : ℝ} (hk : k ≠ 0) {ψ φ : ℝ → ℝ}
    (hψ : ∀ x, HasDerivAt ψ (φ x) x) (hφ : ∀ x, HasDerivAt φ (-(k ^ 2 * ψ x)) x)
    (x b : ℝ) : layer k b *ᵥ ![ψ x, φ x] = ![ψ (x + b), φ (x + b)] := by
  have ha : ∀ t, HasDerivAt (fun t => k * (x + b - t)) (-k) t := by
    intro t
    have h := ((hasDerivAt_id' t).const_sub (x + b)).const_mul k
    exact h.congr_deriv (by ring)
  -- two combinations of value and slope that do not change along the layer
  have hF : ∀ t, HasDerivAt (fun t => Real.cos (k * (x + b - t)) * ψ t
      + Real.sin (k * (x + b - t)) / k * φ t) 0 t := by
    intro t
    have h := ((ha t).cos.fun_mul (hψ t)).fun_add
      (((ha t).sin.div_const k).fun_mul (hφ t))
    exact h.congr_deriv (by field_simp; ring)
  have hG : ∀ t, HasDerivAt (fun t => -(k * Real.sin (k * (x + b - t))) * ψ t
      + Real.cos (k * (x + b - t)) * φ t) 0 t := by
    intro t
    have h := (((ha t).sin.const_mul k).fun_neg.fun_mul (hψ t)).fun_add
      ((ha t).cos.fun_mul (hφ t))
    exact h.congr_deriv (by ring)
  have h1 := is_const_of_deriv_eq_zero (fun t => (hF t).differentiableAt)
    (fun t => (hF t).deriv) x (x + b)
  have h2 := is_const_of_deriv_eq_zero (fun t => (hG t).differentiableAt)
    (fun t => (hG t).deriv) x (x + b)
  simp only [add_sub_cancel_left, sub_self, mul_zero, Real.cos_zero, Real.sin_zero,
    zero_div, zero_mul, one_mul, add_zero, neg_zero, zero_add] at h1 h2
  ext i
  fin_cases i
  · simpa [layer, Matrix.mulVec, dotProduct, Fin.sum_univ_two] using h1
  · simpa [layer, Matrix.mulVec, dotProduct, Fin.sum_univ_two] using h2

/-- Two adjacent layers with the same wave number act as one layer of the total thickness. -/
theorem layer_mul_layer {k : ℝ} (hk : k ≠ 0) (b c : ℝ) :
    layer k b * layer k c = layer k (b + c) := by
  have e1 : Real.cos (k * (b + c)) = Real.cos (k * b) * Real.cos (k * c)
      + Real.sin (k * b) / k * -(k * Real.sin (k * c)) := by
    rw [mul_add, Real.cos_add]
    field_simp
    ring
  have e2 : Real.sin (k * (b + c)) / k = Real.cos (k * b) * (Real.sin (k * c) / k)
      + Real.sin (k * b) / k * Real.cos (k * c) := by
    rw [mul_add, Real.sin_add]
    ring
  have e3 : -(k * Real.sin (k * (b + c))) = -(k * Real.sin (k * b)) * Real.cos (k * c)
      + Real.cos (k * b) * -(k * Real.sin (k * c)) := by
    rw [mul_add, Real.sin_add]
    ring
  have e4 : Real.cos (k * (b + c)) = -(k * Real.sin (k * b)) * (Real.sin (k * c) / k)
      + Real.cos (k * b) * Real.cos (k * c) := by
    rw [mul_add, Real.cos_add]
    field_simp
    ring
  unfold layer
  rw [Matrix.mul_fin_two, ← e1, ← e2, ← e3, ← e4]

/-- If `sin kb = 0`, the matrix `layer k b` is `cos kb` times the identity. -/
theorem layer_of_sin_eq_zero {k b : ℝ} (h : Real.sin (k * b) = 0) :
    layer k b = Real.cos (k * b) • (1 : Matrix (Fin 2) (Fin 2) ℝ) := by
  ext i j
  fin_cases i <;> fin_cases j <;> simp [layer, h]

/-- For different positive wave numbers in the two layers, the cell matrix is the identity or minus
the identity exactly when `sin kb = 0` and `sin qc = 0`. -/
theorem gapClosed_iff {k q : ℝ} (hk : 0 < k) (hq : 0 < q) (hkq : k ≠ q) (b c : ℝ) :
    GapClosed k q b c ↔ Real.sin (k * b) = 0 ∧ Real.sin (q * c) = 0 := by
  constructor
  · intro h
    have hinv : layer q c * layer q (-c) = 1 := by
      rw [layer_mul_layer hq.ne', add_neg_cancel, layer_of_sin_eq_zero (by simp)]
      simp
    have hcell : layer k b = cell k q b c * layer q (-c) := by
      rw [cell, mul_assoc, hinv, mul_one]
    -- the first layer must undo the second one, up to a sign
    obtain ⟨s, hs, hl⟩ : ∃ s : ℝ, s ≠ 0 ∧ layer k b = s • layer q (-c) := by
      rcases h with h | h
      · exact ⟨1, one_ne_zero, by rw [hcell, h]; simp⟩
      · exact ⟨-1, by norm_num, by rw [hcell, h]; simp⟩
    have hn : Real.sin (q * (-c)) = -Real.sin (q * c) := by rw [mul_neg, Real.sin_neg]
    have h01 : Real.sin (k * b) / k = s * (Real.sin (q * (-c)) / q) := by
      simpa [layer] using congrFun (congrFun hl 0) 1
    have h10 : -(k * Real.sin (k * b)) = s * -(q * Real.sin (q * (-c))) := by
      simpa [layer] using congrFun (congrFun hl 1) 0
    rw [hn] at h01 h10
    have h01' : q * Real.sin (k * b) = -(s * k * Real.sin (q * c)) := by
      calc q * Real.sin (k * b) = k * q * (Real.sin (k * b) / k) := by field_simp
        _ = k * q * (s * (-Real.sin (q * c) / q)) := by rw [h01]
        _ = -(s * k * Real.sin (q * c)) := by field_simp
    -- the off-diagonal entries are compatible only if the sines vanish
    have hz : (k ^ 2 - q ^ 2) * Real.sin (k * b) = 0 := by
      linear_combination (-k) * h10 - q * h01'
    have hne : k ^ 2 - q ^ 2 ≠ 0 := by
      rw [show k ^ 2 - q ^ 2 = (k - q) * (k + q) by ring]
      exact mul_ne_zero (sub_ne_zero.mpr hkq) (by positivity)
    have hS := (mul_eq_zero.mp hz).resolve_left hne
    rw [hS] at h10
    have hT : s * q * Real.sin (q * c) = 0 := by linear_combination -h10
    exact ⟨hS, (mul_eq_zero.mp hT).resolve_left (mul_ne_zero hs hq.ne')⟩
  · rintro ⟨hS, hT⟩
    unfold GapClosed cell
    rw [layer_of_sin_eq_zero hS, layer_of_sin_eq_zero hT]
    rcases Real.sin_eq_zero_iff_cos_eq.mp hS with h1 | h1 <;>
      rcases Real.sin_eq_zero_iff_cos_eq.mp hT with h2 | h2 <;> simp [h1, h2]

/-- A positive phase has vanishing sine exactly when it is a positive whole number
of half-waves. -/
theorem sin_eq_zero_iff_half_waves {x : ℝ} (hx : 0 < x) :
    Real.sin x = 0 ↔ ∃ m : ℕ, 0 < m ∧ x = m * π := by
  constructor
  · intro h
    obtain ⟨n, hn⟩ := Real.sin_eq_zero_iff.mp h
    have hpos : 0 < n := by
      by_contra hc
      have h0 : (n : ℝ) ≤ 0 := by exact_mod_cast not_lt.mp hc
      nlinarith [mul_nonneg (neg_nonneg.mpr h0) Real.pi_pos.le]
    lift n to ℕ using hpos.le
    exact ⟨n, by exact_mod_cast hpos, by exact_mod_cast hn.symm⟩
  · rintro ⟨m, -, h⟩
    rw [h]
    exact Real.sin_nat_mul_pi m

/-- For positive thicknesses `b` and `c` and a fixed nonzero difference `U = k² - q²`, the
closed-gap condition can be met by positive wave numbers exactly when `(mπ/b)² - (nπ/c)² = U` for
some positive integers `m` and `n`. -/
theorem exists_gapClosed_iff {U b c : ℝ} (hU : U ≠ 0) (hb : 0 < b) (hc : 0 < c) :
    (∃ k q : ℝ, 0 < k ∧ 0 < q ∧ k ^ 2 - q ^ 2 = U ∧ GapClosed k q b c) ↔
      ∃ m n : ℕ, 0 < m ∧ 0 < n ∧ (m * π / b) ^ 2 - (n * π / c) ^ 2 = U := by
  constructor
  · rintro ⟨k, q, hk, hq, h, hg⟩
    have hkq : k ≠ q := fun e => hU (by rw [← h, e]; ring)
    obtain ⟨hS, hT⟩ := (gapClosed_iff hk hq hkq b c).mp hg
    obtain ⟨m, hm, em⟩ := (sin_eq_zero_iff_half_waves (mul_pos hk hb)).mp hS
    obtain ⟨n, hn, en⟩ := (sin_eq_zero_iff_half_waves (mul_pos hq hc)).mp hT
    refine ⟨m, n, hm, hn, ?_⟩
    rw [← eq_div_of_mul_eq hb.ne' em, ← eq_div_of_mul_eq hc.ne' en]
    exact h
  · rintro ⟨m, n, hm, hn, h⟩
    have hm' : (0 : ℝ) < m := Nat.cast_pos.mpr hm
    have hn' : (0 : ℝ) < n := Nat.cast_pos.mpr hn
    have hk : 0 < m * π / b := by positivity
    have hq : 0 < n * π / c := by positivity
    have hkq : m * π / b ≠ n * π / c := fun e => hU (by rw [← h, e]; ring)
    have em : m * π / b * b = m * π := by field_simp
    have en : n * π / c * c = n * π := by field_simp
    refine ⟨_, _, hk, hq, h, (gapClosed_iff hk hq hkq b c).mpr ⟨?_, ?_⟩⟩
    · rw [em]
      exact Real.sin_nat_mul_pi m
    · rw [en]
      exact Real.sin_nat_mul_pi n

/-- Two layers that both have wave number `1` and thickness `π/2` meet the closed-gap condition
although the sine of each phase is nonzero. -/
theorem equal_wave_numbers_counterexample :
    GapClosed 1 1 (π / 2) (π / 2) ∧ Real.sin (1 * (π / 2)) ≠ 0 := by
  constructor
  · right
    rw [cell, layer_mul_layer one_ne_zero, add_halves, layer_of_sin_eq_zero (by simp)]
    simp
  · simp

end

end TwoLayerCrystal
```

```lean
#print axioms TwoLayerCrystal.layer_propagates
#print axioms TwoLayerCrystal.gapClosed_iff
#print axioms TwoLayerCrystal.exists_gapClosed_iff
#print axioms TwoLayerCrystal.equal_wave_numbers_counterexample
```

```
'TwoLayerCrystal.layer_propagates' depends on axioms: [propext, Classical.choice, Quot.sound]
'TwoLayerCrystal.gapClosed_iff' depends on axioms: [propext, Classical.choice, Quot.sound]
'TwoLayerCrystal.exists_gapClosed_iff' depends on axioms: [propext, Classical.choice, Quot.sound]
'TwoLayerCrystal.equal_wave_numbers_counterexample' depends on axioms: [propext, Classical.choice, Quot.sound]
```

## How the Lean proof follows the calculation

In `layer_propagates`, `hF` and `hG` are the statements $F'=0$ and $G'=0$. The product and chain rules supply the derivatives, and `ring` confirms the cancellations, after `field_simp` clears the division by $k$ in $F$. Then `is_const_of_deriv_eq_zero` equates the values at `x` and `x + b`, giving the two components.

`layer_mul_layer` proves the composition rule entry by entry from the addition formulas. `layer_of_sin_eq_zero` reduces a layer with vanishing sine to its cosine times the identity.

In the forward direction of `gapClosed_iff`, `hinv` states that `layer q (-c)` inverts `layer q c`, and `hcell` uses it to isolate the first layer. The two cases of `GapClosed` supply the sign `s`. The hypotheses `h01` and `h10` are the off-diagonal equations; Lean counts rows and columns from 0. After `h01'` clears the denominators, `linear_combination (-k) * h10 - q * h01'` performs the subtraction that yields $(k^2-q^2)S=0$. Factoring $k^2-q^2$ as $(k-q)(k+q)$ shows that it is nonzero, and `h10` then gives $T=0$. The reverse direction checks the four combinations of cosine signs.

`sin_eq_zero_iff_half_waves` starts from the fact that a zero of the sine is an integer multiple of $\pi$, and uses the positive phase to make that integer positive. `exists_gapClosed_iff` applies this to each layer and solves for the wave numbers; in the other direction it supplies $m\pi/b$ and $n\pi/c$ as `k` and `q`. The counterexample merges its two quarter-wave layers into one half-wave layer with `layer_mul_layer`, and that layer is $-I$.
